# For B > 0 and Ω = √(B² − 2Bw cos a + w²), the rotating-field phase −π − (π/w)(Ω − B) tends to −π(1 − cos a) as w → 0⁺

A spin sits in a magnetic field of constant strength whose direction rotates about a fixed axis at angular rate w. Let B be the angular frequency at which the spin would precess if the field stood still, and a the angle between the angular velocity of that precession and that of the field's rotation. In the frame rotating with the field, the spin precesses at Ω = √(B² − 2Bw cos a + w²). The failing theorem, `exactPhase_adiabatic_limit`, says that for fixed B > 0 and any real a, the phase −π − (π/w)(Ω − B) tends to −π(1 − cos a) as w decreases to zero through positive values. The phase is defined by this formula; the file does not derive it from a Schrödinger equation.

The proof takes from the preceding theorem that the deviation from −π(1 − cos a), divided by w, has a finite limit. It multiplies that quotient by w, which tends to zero, and adds the limiting phase back.

As first written in Lean, the proof fails:

```lean
import Mathlib

open Complex Matrix Filter Topology
open scoped Real

namespace ExactPhaseAdiabaticLimit

noncomputable section

/-- The precession frequency `Ω = √(B² - 2Bw cos a + w²)` in the frame rotating at rate `w`. -/
def rabi (B w a : ℝ) : ℝ := Real.sqrt (B ^ 2 - 2 * B * w * Real.cos a + w ^ 2)

/-- The phase `-π - (π/w)(Ω - B)`, meant for rotation rate `w ≠ 0`; at `w = 0` Lean's division by
zero gives it the value `-π`. -/
def exactPhase (B w a : ℝ) : ℝ := -π - π / w * (rabi B w a - B)

/-- The square of the rotating-frame frequency is `B² - 2Bw cos a + w²`. -/
theorem rabi_sq (B w a : ℝ) :
    rabi B w a ^ 2 = B ^ 2 - 2 * B * w * Real.cos a + w ^ 2 := by
  have h : B ^ 2 - 2 * B * w * Real.cos a + w ^ 2
      = (B - w * Real.cos a) ^ 2 + (w * Real.sin a) ^ 2 := by
    linear_combination (-w ^ 2) * Real.sin_sq_add_cos_sq a
  exact Real.sq_sqrt (by rw [h]; positivity)

/-- For `w ≠ 0` and `w cos a < B`, the exact phase differs from `-π(1 - cos a)` by
`-πw sin²a / (Ω + B - w cos a)`. -/
theorem nonadiabatic_correction {B w a : ℝ} (hw : w ≠ 0) (h : w * Real.cos a < B) :
    exactPhase B w a + π * (1 - Real.cos a) =
      -(π * w * Real.sin a ^ 2 / (rabi B w a + B - w * Real.cos a)) := by
  have hR : 0 ≤ rabi B w a := Real.sqrt_nonneg _
  have hD : rabi B w a + B - w * Real.cos a ≠ 0 := by linarith
  -- rationalize the difference of frequencies
  have key : rabi B w a - B + w * Real.cos a
      = w ^ 2 * Real.sin a ^ 2 / (rabi B w a + B - w * Real.cos a) := by
    rw [eq_div_iff hD]
    linear_combination rabi_sq B w a - w ^ 2 * Real.sin_sq_add_cos_sq a
  have e : exactPhase B w a + π * (1 - Real.cos a)
      = -(π / w) * (rabi B w a - B + w * Real.cos a) := by
    unfold exactPhase
    linear_combination π * Real.cos a * mul_inv_cancel₀ hw
  rw [e, key]
  linear_combination (-(π * w * Real.sin a ^ 2 / (rabi B w a + B - w * Real.cos a))) *
    mul_inv_cancel₀ hw

/-- For `B > 0`, the deviation of the exact phase from `-π(1 - cos a)`, divided by the rotation
rate `w`, tends to `-π sin²a / (2B)` as `w` decreases to zero. -/
theorem correction_first_order {B : ℝ} (hB : 0 < B) (a : ℝ) :
    Tendsto (fun w => (exactPhase B w a + π * (1 - Real.cos a)) / w) (𝓝[>] 0)
      (𝓝 (-(π * Real.sin a ^ 2 / (2 * B)))) := by
  have hc : Continuous (fun w => rabi B w a + B - w * Real.cos a) := by
    unfold rabi; fun_prop
  have hv : rabi B 0 a + B - 0 * Real.cos a = 2 * B := by
    have h0 : rabi B 0 a = B := by simp [rabi, Real.sqrt_sq hB.le]
    rw [h0]; ring
  have ht : Tendsto (fun w => rabi B w a + B - w * Real.cos a) (𝓝 0) (𝓝 (2 * B)) := by
    rw [← hv]; exact hc.tendsto 0
  have hs : Tendsto (fun w => -(π * Real.sin a ^ 2 / (rabi B w a + B - w * Real.cos a)))
      (𝓝[>] 0) (𝓝 (-(π * Real.sin a ^ 2 / (2 * B)))) :=
    ((tendsto_const_nhds.div ht (by positivity)).neg).mono_left nhdsWithin_le_nhds
  refine hs.congr' ?_
  filter_upwards [Ioo_mem_nhdsGT hB] with w hw
  have hlt : w * Real.cos a < B := by nlinarith [Real.cos_le_one a, hw.1, hw.2]
  rw [nonadiabatic_correction hw.1.ne' hlt]
  linear_combination (π * Real.sin a ^ 2 / (rabi B w a + B - w * Real.cos a)) *
    mul_inv_cancel₀ hw.1.ne'

/-- Adiabatic limit: for `B > 0`, the exact rotating-field phase `-π - (π/w)(Ω - B)` tends to
`-π(1 - cos a)` as the rotation rate `w` decreases to zero. -/
theorem exactPhase_adiabatic_limit {B : ℝ} (hB : 0 < B) (a : ℝ) :
    Tendsto (fun w => exactPhase B w a) (𝓝[>] 0) (𝓝 (-π * (1 - Real.cos a))) := by
  have hid : Tendsto (fun w : ℝ => w) (𝓝[>] 0) (𝓝 0) := tendsto_id' .2 nhdsWithin_le_nhds
  -- the deviation is w times a quantity with a finite limit
  have h := (hid.mul (correction_first_order hB a)).add_const (-π * (1 - Real.cos a))
  rw [zero_mul, zero_add] at h
  refine h.congr' ?_
  filter_upwards [self_mem_nhdsWithin] with w hw
  have hw0 : w ≠ 0 := (Set.mem_Ioi.1 hw).ne'
  linear_combination (exactPhase B w a + π * (1 - Real.cos a)) * mul_inv_cancel₀ hw0

end

end ExactPhaseAdiabaticLimit
```

Lean reports:

```
Main.lean:71:56: error: Function expected at
  tendsto_id'
but this term has type
  Tendsto id ?m.46 ?m.47 ↔ ?m.46 ≤ ?m.47

Note: Expected a function because this term is being applied to the argument
  ·
Main.lean:70:80: error: unsolved goals
B : ℝ
hB : 0 < B
a : ℝ
hid : Tendsto (fun w => w) (𝓝[>] 0) (𝓝 0)
⊢ Tendsto (fun w => exactPhase B w a) (𝓝[>] 0) (𝓝 (-π * (1 - Real.cos a)))
Main.lean:71:69: error: unexpected token; expected command
```

What went wrong. The fault is a single space. `tendsto_id'` is an equivalence, `Tendsto id x y ↔ x ≤ y`, and the proof needs its right-to-left direction, written `tendsto_id'.2`. With a space before the dot, Lean does not read `.2` as a projection. It takes the dot alone as an argument, shown as `·` in the first message, and complains that an equivalence is not a function that can be applied to it.

The other two messages follow from the same misreading. An argument must have a space before it, and the `2` comes straight after the dot, so it cannot be read as a further argument. The parser expects a new command there and reports an unexpected token. The theorem's proof therefore ends at that point, with the steps below it left out, and the main limit is reported as an unsolved goal. `hid` appears among the hypotheses there even though its own proof has failed.

The diff removes the space. `tendsto_id'.2` then turns `nhdsWithin_le_nhds`, which says that the filter `𝓝[>] 0` lies below `𝓝 0`, into the limit `hid` asks for, and the rest of the proof is read as written.

Lean accepts the file once it reads:

```diff
@@ -69,5 +69,5 @@
 theorem exactPhase_adiabatic_limit {B : ℝ} (hB : 0 < B) (a : ℝ) :
     Tendsto (fun w => exactPhase B w a) (𝓝[>] 0) (𝓝 (-π * (1 - Real.cos a))) := by
-  have hid : Tendsto (fun w : ℝ => w) (𝓝[>] 0) (𝓝 0) := tendsto_id' .2 nhdsWithin_le_nhds
+  have hid : Tendsto (fun w : ℝ => w) (𝓝[>] 0) (𝓝 0) := tendsto_id'.2 nhdsWithin_le_nhds
   -- the deviation is w times a quantity with a finite limit
   have h := (hid.mul (correction_first_order hB a)).add_const (-π * (1 - Real.cos a))
```
